# Split steps of length π/J freeze the site populations of a two-site system that tunnels under exact evolution

## A particle that seems to stay put

A particle can sit in either of two wells, site 0 or site 1. Their energies are e and −e, and a tunnelling amplitude J connects them. A simulation advances the state in steps of length h, alternating a tunnelling factor with a bias factor, and reports unchanged populations after every step. Is the particle really trapped?

With ħ = 1 and Pauli matrices X and Z, the Hamiltonian and the split step are

H = eZ + JX,  S(h) = exp(−iheZ) exp(−ihJX).

Here e is a real energy, not Euler's number, and J ≠ 0.

## The split step at h = π/J

Since X² = 1, the even powers in the exponential series sum to a cosine and the odd powers to a sine:

exp(−ihJX) = cos(Jh) − i sin(Jh) X.

The bias factor is diagonal, with entries exp(−ihe) and exp(ihe). It changes phases but no populations. Starting on site 0, one split step therefore puts on site 1 the population

|−i sin(Jh) exp(ihe)|² = sin²(Jh).

At h = π/J the tunnelling factor is cos π = −1, a mere sign. Then S(h) only multiplies each amplitude by a phase, and so does every power of S(h). Both populations of every state are frozen.

More generally, freezing for all states requires sin(Jh) = 0, so Jh must be an integer multiple of π. Conversely, each such multiple makes the tunnelling factor ±1.

## The exact evolution

Because XZ + ZX = 0,

H² = (e² + J²) 1 = w² 1,  w = √(J² + e²).

So H/w squares to 1, and the same series argument gives

exp(−itH) = cos(wt) − i sin(wt) H/w.

From site 0, the amplitude on site 1 is −i (J/w) sin(wt), with population

P(t) = J²/(J² + e²) · sin²(wt).

Its maximum J²/(J² + e²) is reached at t = π/(2w).

## Comparing at the same time

It is a mistake to conclude from this maximum alone that the split populations are wrong: π/(2w) is earlier than the first step time π/|J|. For e = 0 or e² = 3J², the exact transfer also vanishes at every multiple of π/J.

For J > 0 and 0 < e² < 3J², however, J < w < 2J. The phase wπ/J then lies strictly between π and 2π, its sine is nonzero, and P(π/J) > 0. The frozen value is wrong at the first step.

Take J = 3 and e = 4, so w = 5. The maximum is 9/25 = 0.36, at t = π/10. At the step time π/3,

P = 0.36 · sin²(5π/3) = 0.36 · 3/4 = 0.27,

while the split step gives 0.

For an isolated two-level system with constant e and J, this bears on time-sliced simulation: steady populations at the sampled times do not show that tunnelling is absent.

## The statement in Lean

A state is a vector `Fin 2 → ℂ`, and `population` is the squared modulus of one component. Normalisation is not required, so populations are probabilities only for unit vectors. `transfer` starts from the unit vector `![1, 0]` and reads site 1. `propagator` is a true matrix exponential, and in `splitStep` the tunnelling factor acts first.

`coarse_step_freezes_tunnelling` assumes only `J ≠ 0`; for negative J the step π/J is negative. It states the freezing for all step numbers, states and sites, the exact transfer at π/(2w), and the upper bound at all times. `transfer_exact_pos_at_first_step` gives the comparison at π/J.

The reduction of a real double well to two isolated levels is assumed.

```lean
import Mathlib

open Matrix
open scoped Real

namespace FrozenTunnelling

noncomputable section

/-- The Pauli matrix `Z`, which distinguishes the two sites. -/
def pauliZ : Matrix (Fin 2) (Fin 2) ℂ := !![1, 0; 0, -1]

/-- The Pauli matrix `X`, which exchanges the two sites. -/
def pauliX : Matrix (Fin 2) (Fin 2) ℂ := !![0, 1; 1, 0]

/-- The two-site Hamiltonian `e Z + J X` with bias `e` and tunnelling amplitude `J`. -/
def hamiltonian (e J : ℝ) : Matrix (Fin 2) (Fin 2) ℂ := (e : ℂ) • pauliZ + (J : ℂ) • pauliX

/-- The propagator `exp(-i t A)` generated by the matrix `A`, in units with `ℏ = 1`. -/
def propagator (A : Matrix (Fin 2) (Fin 2) ℂ) (t : ℝ) : Matrix (Fin 2) (Fin 2) ℂ :=
  NormedSpace.exp ((-(Complex.I * t)) • A)

/-- One split step `exp(-i h e Z) exp(-i h J X)` of length `h`. -/
def splitStep (e J h : ℝ) : Matrix (Fin 2) (Fin 2) ℂ :=
  propagator ((e : ℂ) • pauliZ) h * propagator ((J : ℂ) • pauliX) h

/-- The population of site `i` in the state `ψ`: the squared modulus of its amplitude. -/
def population (ψ : Fin 2 → ℂ) (i : Fin 2) : ℝ := Complex.normSq (ψ i)

/-- The population found on site 1 after `U` has acted on the state localised on site 0. -/
def transfer (U : Matrix (Fin 2) (Fin 2) ℂ) : ℝ := population (U *ᵥ ![1, 0]) 1

/-- The bias alone evolves the system by `cos(wt) - i sin(wt) Z`. -/
theorem propagator_Z (w t : ℝ) : propagator ((w : ℂ) • pauliZ) t =
    ((Real.cos (w * t) : ℝ) : ℂ) • (1 : Matrix (Fin 2) (Fin 2) ℂ)
      - (Complex.I * ((Real.sin (w * t) : ℝ) : ℂ)) • pauliZ := by
  have h : (-(Complex.I * t)) • ((w : ℂ) • pauliZ) =
      diagonal ![(-(w * t : ℂ)) * Complex.I, (w * t : ℂ) * Complex.I] := by
    ext i j
    fin_cases i <;> fin_cases j <;> simp [pauliZ] <;> ring
  -- the exponential of a diagonal matrix is taken entry by entry
  have hd : NormedSpace.exp ![(-(w * t : ℂ)) * Complex.I, (w * t : ℂ) * Complex.I] =
      ![Complex.exp ((-(w * t : ℂ)) * Complex.I), Complex.exp ((w * t : ℂ) * Complex.I)] := by
    rw [Pi.exp_def]
    funext i
    fin_cases i <;> simp [Complex.exp_eq_exp_ℂ]
  rw [propagator, h, Matrix.exp_diagonal, hd]
  simp only [Complex.exp_mul_I, Complex.cos_neg, Complex.sin_neg]
  ext i j
  fin_cases i <;> fin_cases j <;> simp [pauliZ] <;> ring

/-- For `J ≠ 0` and `w² = e² + J²`, the exact propagator of `H = e Z + J X` is
`cos(wt) - i sin(wt) H / w`. -/
theorem propagator_hamiltonian {e J w : ℝ} (hJ : J ≠ 0) (hw : w ^ 2 = e ^ 2 + J ^ 2) (t : ℝ) :
    propagator (hamiltonian e J) t =
      ((Real.cos (w * t) : ℝ) : ℂ) • (1 : Matrix (Fin 2) (Fin 2) ℂ)
        - (Complex.I * ((Real.sin (w * t) : ℝ) : ℂ) / w) • hamiltonian e J := by
  have hJ2 : 0 < J ^ 2 := by positivity
  have hw0 : (w : ℂ) ≠ 0 := by
    have : w ≠ 0 := by
      rintro rfl
      nlinarith [sq_nonneg e]
    exact_mod_cast this
  have hwC : (w : ℂ) ^ 2 = (e : ℂ) ^ 2 + (J : ℂ) ^ 2 := by exact_mod_cast hw
  obtain ⟨V, hV⟩ : ∃ V : Matrix (Fin 2) (Fin 2) ℂ,
      V = !![(e + w : ℂ), (J : ℂ); (J : ℂ), -(e + w : ℂ)] := ⟨_, rfl⟩
  have hdet : IsUnit V.det := by
    have hr : (e + w) * (-(e + w)) - J * J ≠ 0 := by
      apply ne_of_lt
      nlinarith [sq_nonneg (e + w)]
    rw [isUnit_iff_ne_zero, hV, Matrix.det_fin_two_of]
    exact_mod_cast hr
  -- `V = H + w Z` intertwines `H` with `w Z`
  have hHV : hamiltonian e J * V = V * ((w : ℂ) • pauliZ) := by
    have hH : hamiltonian e J = !![(e : ℂ), (J : ℂ); (J : ℂ), -(e : ℂ)] := by
      ext i j
      fin_cases i <;> fin_cases j <;> simp [hamiltonian, pauliX, pauliZ]
    have hZ : (w : ℂ) • pauliZ = !![(w : ℂ), 0; 0, -(w : ℂ)] := by
      ext i j
      fin_cases i <;> fin_cases j <;> simp [pauliZ]
    rw [hH, hZ, hV, Matrix.mul_fin_two, Matrix.mul_fin_two]
    ext i j
    fin_cases i <;> fin_cases j
    · show (e : ℂ) * (e + w) + J * J = (e + w) * w + J * 0
      linear_combination -hwC
    · show (e : ℂ) * J + J * (-(e + w)) = (e + w) * 0 + J * (-w)
      ring
    · show (J : ℂ) * (e + w) + (-e) * J = J * w + (-(e + w)) * 0
      ring
    · show (J : ℂ) * J + (-e) * (-(e + w)) = J * 0 + (-(e + w)) * (-w)
      linear_combination -hwC
  have hconj : hamiltonian e J = V * ((w : ℂ) • pauliZ) * V⁻¹ := by
    rw [← hHV, Matrix.mul_assoc, Matrix.mul_nonsing_inv _ hdet, Matrix.mul_one]
  have hc : propagator (hamiltonian e J) t =
      V * propagator ((w : ℂ) • pauliZ) t * V⁻¹ := by
    have hexp := Matrix.exp_conj V ((-(Complex.I * t)) • ((w : ℂ) • pauliZ))
      ((Matrix.isUnit_iff_isUnit_det V).2 hdet)
    unfold propagator
    rw [← hexp, Matrix.mul_smul, Matrix.smul_mul, ← hconj]
  have hlin : ∀ (a b : ℂ) (M : Matrix (Fin 2) (Fin 2) ℂ),
      V * (a • (1 : Matrix (Fin 2) (Fin 2) ℂ) - b • M) * V⁻¹ =
        a • (V * V⁻¹) - b • (V * M * V⁻¹) := by
    intro a b M
    simp only [Matrix.mul_sub, Matrix.sub_mul, Matrix.mul_smul, Matrix.smul_mul, Matrix.mul_one]
  have hwz : (Complex.I * ((Real.sin (w * t) : ℝ) : ℂ)) • pauliZ =
      (Complex.I * ((Real.sin (w * t) : ℝ) : ℂ) / w) • ((w : ℂ) • pauliZ) := by
    rw [smul_smul, div_mul_cancel₀ _ hw0]
  rw [hc, propagator_Z, hwz, hlin, ← hconj, Matrix.mul_nonsing_inv _ hdet]

/-- Tunnelling alone evolves the system by `cos(Jt) - i sin(Jt) X`. -/
theorem propagator_X (J t : ℝ) : propagator ((J : ℂ) • pauliX) t =
    ((Real.cos (J * t) : ℝ) : ℂ) • (1 : Matrix (Fin 2) (Fin 2) ℂ)
      - (Complex.I * ((Real.sin (J * t) : ℝ) : ℂ)) • pauliX := by
  by_cases hJ : J = 0
  · subst hJ
    simp [propagator]
  · have h := propagator_hamiltonian (e := 0) (w := J) hJ (by ring) t
    have hH : hamiltonian 0 J = (J : ℂ) • pauliX := by simp [hamiltonian]
    have hJC : (J : ℂ) ≠ 0 := by exact_mod_cast hJ
    rw [hH] at h
    rw [h, smul_smul, div_mul_cancel₀ _ hJC]

/-- Evolution under the bias alone leaves the population of each site unchanged. -/
theorem population_propagator_Z (w t : ℝ) (φ : Fin 2 → ℂ) (i : Fin 2) :
    population (propagator ((w : ℂ) • pauliZ) t *ᵥ φ) i = population φ i := by
  have key : ∀ c s : ℝ, c ^ 2 + s ^ 2 = 1 →
      population (((c : ℂ) • (1 : Matrix (Fin 2) (Fin 2) ℂ)
        - (Complex.I * (s : ℂ)) • pauliZ) *ᵥ φ) i = population φ i := by
    intro c s h
    fin_cases i
    · simp [population, pauliZ, Matrix.mulVec, dotProduct, Fin.sum_univ_two, Complex.normSq_apply]
      linear_combination ((φ 0).re ^ 2 + (φ 0).im ^ 2) * h
    · simp [population, pauliZ, Matrix.mulVec, dotProduct, Fin.sum_univ_two, Complex.normSq_apply]
      linear_combination ((φ 1).re ^ 2 + (φ 1).im ^ 2) * h
  rw [propagator_Z]
  exact key _ _ (Real.cos_sq_add_sin_sq _)

/-- One split step of length `h` transfers the population `sin²(Jh)` from site 0 to site 1. -/
theorem transfer_splitStep (e J h : ℝ) :
    transfer (splitStep e J h) = Real.sin (J * h) ^ 2 := by
  rw [transfer, splitStep, ← Matrix.mulVec_mulVec, population_propagator_Z, propagator_X]
  have hcomp : ((((Real.cos (J * h) : ℝ) : ℂ) • (1 : Matrix (Fin 2) (Fin 2) ℂ)
      - (Complex.I * ((Real.sin (J * h) : ℝ) : ℂ)) • pauliX) *ᵥ ![1, 0]) 1 =
      -(Complex.I * ((Real.sin (J * h) : ℝ) : ℂ)) := by
    simp [pauliX, Matrix.mulVec, dotProduct, Fin.sum_univ_two]
  rw [population, hcomp]
  simp only [Complex.normSq_neg, Complex.normSq_mul, Complex.normSq_I, Complex.normSq_ofReal]
  ring

/-- The split dynamics preserves both populations of every state at every step exactly when
`J h` is an integer multiple of `π`. -/
theorem splitStep_frozen_iff (e J h : ℝ) :
    (∀ (n : ℕ) (ψ : Fin 2 → ℂ) (i : Fin 2),
      population (splitStep e J h ^ n *ᵥ ψ) i = population ψ i) ↔
    ∃ k : ℤ, (k : ℝ) * π = J * h := by
  constructor
  · intro hf
    have h1 := hf 1 ![1, 0] 1
    have ht := transfer_splitStep e J h
    have hz : population ![1, 0] 1 = 0 := by simp [population]
    rw [pow_one] at h1
    rw [transfer, h1, hz] at ht
    exact Real.sin_eq_zero_iff.1 ((pow_eq_zero_iff two_ne_zero).1 ht.symm)
  · intro hk n ψ i
    have hs : Real.sin (J * h) = 0 := Real.sin_eq_zero_iff.2 hk
    have hc : Real.cos (J * h) ^ 2 = 1 := by
      have := Real.sin_sq_add_cos_sq (J * h)
      rw [hs] at this
      linarith
    -- the tunnelling factor has become a mere sign
    have step : ∀ (φ : Fin 2 → ℂ) (j : Fin 2),
        population (splitStep e J h *ᵥ φ) j = population φ j := by
      intro φ j
      rw [splitStep, ← Matrix.mulVec_mulVec, population_propagator_Z, propagator_X, hs]
      have hv : (((Real.cos (J * h) : ℝ) : ℂ) • (1 : Matrix (Fin 2) (Fin 2) ℂ)
          - (Complex.I * ((0 : ℝ) : ℂ)) • pauliX) *ᵥ φ = ((Real.cos (J * h) : ℝ) : ℂ) • φ := by
        simp [Matrix.smul_mulVec]
      rw [hv]
      simp only [population, Pi.smul_apply, smul_eq_mul, Complex.normSq_mul,
        Complex.normSq_ofReal]
      linear_combination Complex.normSq (φ j) * hc
    induction n with
    | zero => simp
    | succ n ih => rw [pow_succ', ← Matrix.mulVec_mulVec, step, ih]

/-- Rabi's formula: for `J ≠ 0` the exact evolution transfers the population
`J²/(J²+e²) sin²(√(J²+e²) t)` from site 0 to site 1 in time `t`. -/
theorem transfer_exact {e J : ℝ} (hJ : J ≠ 0) (t : ℝ) :
    transfer (propagator (hamiltonian e J) t) =
      J ^ 2 / (J ^ 2 + e ^ 2) * Real.sin (√(J ^ 2 + e ^ 2) * t) ^ 2 := by
  have hw : √(J ^ 2 + e ^ 2) ^ 2 = J ^ 2 + e ^ 2 := Real.sq_sqrt (by positivity)
  have key : ∀ c s w : ℝ, transfer ((c : ℂ) • (1 : Matrix (Fin 2) (Fin 2) ℂ)
      - (Complex.I * (s : ℂ) / w) • hamiltonian e J) = J ^ 2 / w ^ 2 * s ^ 2 := by
    intro c s w
    have hcomp : (((c : ℂ) • (1 : Matrix (Fin 2) (Fin 2) ℂ)
        - (Complex.I * (s : ℂ) / w) • hamiltonian e J) *ᵥ ![1, 0]) 1 =
        -(Complex.I * (s : ℂ) / w * J) := by
      simp [hamiltonian, pauliX, pauliZ, Matrix.mulVec, dotProduct, Fin.sum_univ_two]
    rw [transfer, population, hcomp]
    simp only [Complex.normSq_neg, map_mul, map_div₀, Complex.normSq_I, Complex.normSq_ofReal]
    ring
  rw [propagator_hamiltonian hJ (hw.trans (add_comm _ _)) t, key, hw]

/-- For `J ≠ 0`, split steps of length `π/J` preserve both populations of every state at every
step, while the exact evolution transfers `J²/(J²+e²)` from site 0 to site 1 at time
`π/(2√(J²+e²))`, its largest value over all times. -/
theorem coarse_step_freezes_tunnelling {e J : ℝ} (hJ : J ≠ 0) :
    (∀ (n : ℕ) (ψ : Fin 2 → ℂ) (i : Fin 2),
      population (splitStep e J (π / J) ^ n *ᵥ ψ) i = population ψ i) ∧
    transfer (propagator (hamiltonian e J) (π / (2 * √(J ^ 2 + e ^ 2)))) =
      J ^ 2 / (J ^ 2 + e ^ 2) ∧
    ∀ t : ℝ, transfer (propagator (hamiltonian e J) t) ≤ J ^ 2 / (J ^ 2 + e ^ 2) := by
  refine ⟨(splitStep_frozen_iff e J (π / J)).2 ⟨1, ?_⟩, ?_, fun t => ?_⟩
  · push_cast
    field_simp
  · have hpos : 0 < √(J ^ 2 + e ^ 2) := Real.sqrt_pos.2 (by positivity)
    have harg : √(J ^ 2 + e ^ 2) * (π / (2 * √(J ^ 2 + e ^ 2))) = π / 2 := by
      field_simp
    rw [transfer_exact hJ, harg, Real.sin_pi_div_two, one_pow, mul_one]
  · rw [transfer_exact hJ]
    exact mul_le_of_le_one_right (by positivity) (Real.sin_sq_le_one _)

/-- For `J > 0` and a bias with `0 < e² < 3J²`, the exact evolution has transferred a strictly
positive population from site 0 to site 1 at the time `π/J`. -/
theorem transfer_exact_pos_at_first_step {e J : ℝ} (hJ : 0 < J) (he : e ≠ 0)
    (heJ : e ^ 2 < 3 * J ^ 2) :
    0 < transfer (propagator (hamiltonian e J) (π / J)) := by
  have he2 : 0 < e ^ 2 := by positivity
  have h1 : J < √(J ^ 2 + e ^ 2) := (Real.lt_sqrt hJ.le).2 (by linarith)
  have h2 : √(J ^ 2 + e ^ 2) < 2 * J := (Real.sqrt_lt' (by positivity)).2 (by nlinarith)
  have hq : 0 < π / J := div_pos Real.pi_pos hJ
  have hJq : J * (π / J) = π := by field_simp
  -- the phase lies strictly between `π` and `2π`
  have h3 := mul_lt_mul_of_pos_right h1 hq
  have h4 := mul_lt_mul_of_pos_right h2 hq
  have hsin : Real.sin (√(J ^ 2 + e ^ 2) * (π / J)) ≠ 0 := by
    have h5 := Real.sin_pos_of_pos_of_lt_pi
      (x := √(J ^ 2 + e ^ 2) * (π / J) - π) (by linarith) (by linarith)
    rw [Real.sin_sub_pi] at h5
    exact ne_of_lt (by linarith)
  rw [transfer_exact hJ.ne']
  positivity

end

end FrozenTunnelling
```

```lean
#print axioms FrozenTunnelling.coarse_step_freezes_tunnelling
#print axioms FrozenTunnelling.transfer_exact_pos_at_first_step
```

```
'FrozenTunnelling.coarse_step_freezes_tunnelling' depends on axioms: [propext, Classical.choice, Quot.sound]
'FrozenTunnelling.transfer_exact_pos_at_first_step' depends on axioms: [propext, Classical.choice, Quot.sound]
```

## From matrix exponentials to populations

`propagator_Z` exponentiates a diagonal matrix entry by entry. For H, the proof replaces the series argument by a change of basis. `propagator_hamiltonian` takes V = H + wZ and checks HV = V(wZ). The determinant −(e + w)² − J² is negative, so V is invertible and `Matrix.exp_conj` carries the formula for wZ over to H. `propagator_X` is the case e = 0, with J = 0 treated separately.

`population_propagator_Z` uses cos² + sin² = 1 to remove the bias factor, which leaves sin²(Jh) in `transfer_splitStep`. In `splitStep_frozen_iff`, one step from site 0 forces sin(Jh) = 0; the converse shows that one step preserves populations, then uses induction on the step number.

`transfer_exact` reads off P(t). The main theorem takes the integer multiple 1 for the freezing, the phase π/2 for the maximum, and sin² ≤ 1 for the bound. The last theorem subtracts π from the phase, so that the sine is positive on the remaining interval.
